# The Uniform Lennard-Jones Chain Has Its Unique Energy Minimum at a Spacing Below the Dimer Distance

Lengths are measured in units of the dimer distance $r_m$, and energies in units of the dimer's well depth $\varepsilon$. The pair energy at separation $r$ is then

$$V(r)=\frac{1}{r^{12}}-\frac{2}{r^{6}},$$

which has its minimum $-1$ at $r=1$. The same potential is often written $4\varepsilon[(\sigma/r)^{12}-(\sigma/r)^6]$, where $\sigma$ is the separation at which it vanishes; the unit of length used here is then $r_m=2^{1/6}\sigma$.

Atoms sit on an infinite line with equal spacing $a>0$. Neighbours on one side are labelled $n=0,1,2,\dots$, with neighbour $n$ at distance $(n+1)a$. The energy per atom is

$$E(a)=\sum_{n=0}^{\infty}V\big((n+1)a\big).$$

Summing over one side counts each pair once; it equals half the sum over both sides. For an integer $k>1$, write

$$\zeta(k)=\sum_{n=0}^{\infty}\frac{1}{(n+1)^k}.$$

## Equilibrium spacing and energy

Over all $a>0$, the energy $E(a)$ has exactly one minimiser,

$$a_0=\left(\frac{\zeta(12)}{\zeta(6)}\right)^{1/6}<1,\qquad E(a_0)=-\frac{\zeta(6)^2}{\zeta(12)}.$$

Both numbers have closed forms:

$$a_0^6=\frac{691\,\pi^6}{675675},\qquad E(a_0)=-\frac{715}{691}.$$

Numerically, $a_0\approx0.99718$ and $E(a_0)\approx-1.03473$. The chain is about 0.3% tighter than the dimer, because the attraction of the more distant neighbours pulls the atoms together.

## Checking image sums and cell relaxation

For a classical, static, equally spaced chain, these values give a simulation code an exact reference for its periodic image sum and its cell-length relaxation. A periodic cell of $N$ atoms has length $L=Na$, and its energy per atom is $E(a)$ when all images along the line, and no others, are included. In a code that is periodic in three dimensions, the sideways images must therefore be excluded or made negligible. The energy per atom is $E(a)$ even for $N=1$, where the atom interacts only with its own images and each such interaction enters with weight one half.

Typical faults leave recognisable traces. Counting every pair twice leaves the relaxed spacing unchanged but gives $-1430/691$. Keeping only nearest neighbours gives spacing $1$ and energy $-1$. Confusing $\sigma$ with $r_m$ multiplies or divides the spacing by $2^{1/6}$, depending on which is mistaken for the other; in units of $\sigma$ the correct value is about $1.1193$.

A neighbour cutoff can be treated by the same argument. If exactly $M\ge1$ neighbours are kept on each side, replace $\zeta(k)$ by $S_k=\sum_{n=0}^{M-1}(n+1)^{-k}$. The minimum is then at $(S_{12}/S_6)^{1/6}$, with energy $-S_6^2/S_{12}$. The smallest case, $M=1$, returns the dimer values $1$ and $-1$; $M=2$ gives $a^6=4097/4160$ and energy $-4225/4097\approx-1.0312$. These truncated formulas apply to a fixed number of neighbours, not to a fixed cutoff radius, for which the number of neighbours changes with $a$. They are a companion to the checked theorems and do not appear in the Lean file.

## Completing the square in the inverse sixth power

**The lattice sums.** Both $\zeta(6)$ and $\zeta(12)$ converge, since their exponents exceed one. All terms are positive and the term $n=0$ equals $1$, so both sums are at least $1$. For every $n$,

$$\frac{1}{(n+1)^{12}}\le\frac{1}{(n+1)^6},$$

and at $n=1$ the inequality is strict: $1/4096<1/64$. Hence $\zeta(12)<\zeta(6)$.

**The chain energy.** Each term separates into a lattice factor and a power of the spacing:

$$V\big((n+1)a\big)=\frac{1}{(n+1)^{12}}\frac{1}{a^{12}}-\frac{1}{(n+1)^6}\frac{2}{a^6}.$$

Both parts have convergent sums, so they may be summed separately:

$$E(a)=\frac{\zeta(12)}{a^{12}}-\frac{2\zeta(6)}{a^6}.$$

**The square.** Put $x=1/a^6$. Then

$$E=\zeta(12)x^2-2\zeta(6)x
=-\frac{\zeta(6)^2}{\zeta(12)}+\zeta(12)\left(x-\frac{\zeta(6)}{\zeta(12)}\right)^2.$$

Since $\zeta(12)>0$, the energy is never below the constant term. Equality requires $x=\zeta(6)/\zeta(12)$, that is, $a^6=\zeta(12)/\zeta(6)$. The sixth power is injective on positive numbers, so $a_0$ is the only positive solution. Because $0<\zeta(12)/\zeta(6)<1$, its positive sixth root is also less than $1$.

**The closed forms.** For an integer $m\ge1$, Euler's formula gives

$$\zeta(2m)=(-1)^{m+1}\frac{2^{2m-1}\pi^{2m}B_{2m}}{(2m)!},$$

where $B_j$ are the Bernoulli numbers. They can be computed from

$$B_j=1-\sum_{i=0}^{j-1}\binom{j}{i}\frac{B_i}{j-i+1},$$

in the convention $B_1=+1/2$; the sign of $B_1$ is the only difference from the other convention. Starting with $B_0=1$, the recursion gives $B_2=1/6$, $B_4=-1/30$ and $B_3=B_5=0$. Therefore

$$B_6=1-\left(\frac17+\frac12+\frac12-\frac16\right)=\frac1{42}.$$

Continuing, $B_8=-1/30$, $B_{10}=5/66$ and $B_7=B_9=B_{11}=0$, so

$$B_{12}=1-\left(\frac1{13}+\frac12+1-\frac{11}{6}+\frac{22}{7}-\frac{33}{10}+\frac53\right)=-\frac{691}{2730}.$$

Substitution gives

$$\zeta(6)=\frac{32\,\pi^6}{42\cdot720}=\frac{\pi^6}{945},$$

$$\zeta(12)=\frac{2048\cdot691\,\pi^{12}}{2730\cdot12!}=\frac{691\,\pi^{12}}{638512875}.$$

The powers of $\pi$ cancel in the energy:

$$-\frac{\zeta(6)^2}{\zeta(12)}=-\frac{638512875}{945^2\cdot691}=-\frac{715}{691}.$$

In the ratio $\zeta(12)/\zeta(6)$ a factor $\pi^6$ remains, which gives $a_0^6=691\pi^6/675675$.

## The Lean development

```lean
import Mathlib

namespace LennardJonesChain

noncomputable section

/-- The Lennard-Jones pair energy in units of the dimer's well depth and bond length. -/
def pairEnergy (r : ℝ) : ℝ := 1 / r ^ 12 - 2 / r ^ 6

/-- The energy per atom of an infinite chain with spacing `a`: the pair energies with all
neighbours on one side, so that each pair is counted once. -/
def chainEnergy (a : ℝ) : ℝ := ∑' n : ℕ, pairEnergy (((n : ℝ) + 1) * a)

/-- The lattice sum of the inverse `k`-th powers of the positive integers. -/
def zetaSum (k : ℕ) : ℝ := ∑' n : ℕ, 1 / ((n : ℝ) + 1) ^ k

/-- The spacing `(ζ(12)/ζ(6))^(1/6)`. -/
def equilibriumSpacing : ℝ := (zetaSum 12 / zetaSum 6) ^ (1 / 6 : ℝ)

/-- The lattice sum converges for every exponent above one. -/
theorem hasSum_zetaSum {k : ℕ} (hk : 1 < k) :
    HasSum (fun n : ℕ => 1 / ((n : ℝ) + 1) ^ k) (zetaSum k) := by
  have hs : Summable (fun n : ℕ => 1 / (n : ℝ) ^ k) :=
    Real.summable_one_div_nat_pow.mpr hk
  have h := (summable_nat_add_iff 1).mpr hs
  have h' : Summable (fun n : ℕ => 1 / ((n : ℝ) + 1) ^ k) := by
    simpa using h
  exact h'.hasSum

lemma zetaSum_eq_tsum {k : ℕ} (hk : 1 < k) :
    zetaSum k = ∑' n : ℕ, 1 / (n : ℝ) ^ k := by
  have hs : Summable (fun n : ℕ => 1 / (n : ℝ) ^ k) :=
    Real.summable_one_div_nat_pow.mpr hk
  rw [hs.tsum_eq_zero_add]
  simp [zetaSum, show k ≠ 0 by omega]

/-- For `k > 1`, the lattice sum is the value of the Riemann zeta function at `k`. -/
theorem zetaSum_eq_riemannZeta {k : ℕ} (hk : 1 < k) :
    (zetaSum k : ℂ) = riemannZeta k := by
  rw [zetaSum_eq_tsum hk, zeta_nat_eq_tsum_of_gt_one hk, Complex.ofReal_tsum]
  exact tsum_congr fun n => by simp

lemma zetaSum_pos {k : ℕ} (hk : 1 < k) : 0 < zetaSum k := by
  have h := le_hasSum (hasSum_zetaSum hk) 0 (fun j _ => by positivity)
  have h1 : 1 ≤ zetaSum k := by simpa using h
  linarith

/-- The repulsive lattice sum is smaller than the attractive one: `ζ(12) < ζ(6)`. -/
theorem zetaSum_twelve_lt_six : zetaSum 12 < zetaSum 6 := by
  have hle : ∀ n : ℕ, 1 / ((n : ℝ) + 1) ^ 12 ≤ 1 / ((n : ℝ) + 1) ^ 6 := fun n =>
    one_div_le_one_div_of_le (by positivity)
      (pow_le_pow_right₀ (by linarith [n.cast_nonneg (α := ℝ)]) (by norm_num))
  -- the second neighbour makes the inequality strict
  exact hasSum_lt (i := 1) hle (by norm_num)
    (hasSum_zetaSum (by norm_num)) (hasSum_zetaSum (by norm_num))

/-- The sum over neighbours converges, to `ζ(12)/a^12 - 2 ζ(6)/a^6`. -/
theorem hasSum_chainEnergy (a : ℝ) :
    HasSum (fun n : ℕ => pairEnergy (((n : ℝ) + 1) * a))
      (zetaSum 12 / a ^ 12 - 2 * zetaSum 6 / a ^ 6) := by
  have h12 := (hasSum_zetaSum (k := 12) (by norm_num)).mul_right (1 / a ^ 12)
  have h6 := (hasSum_zetaSum (k := 6) (by norm_num)).mul_right (2 / a ^ 6)
  have e1 : (fun n : ℕ => pairEnergy (((n : ℝ) + 1) * a)) = fun n : ℕ =>
      1 / ((n : ℝ) + 1) ^ 12 * (1 / a ^ 12) - 1 / ((n : ℝ) + 1) ^ 6 * (2 / a ^ 6) := by
    funext n
    simp only [pairEnergy, mul_pow, div_mul_div_comm, one_mul]
  have e2 : zetaSum 12 / a ^ 12 - 2 * zetaSum 6 / a ^ 6
      = zetaSum 12 * (1 / a ^ 12) - zetaSum 6 * (2 / a ^ 6) := by ring
  rw [e1, e2]
  exact h12.sub h6

/-- The energy per atom is a constant plus a square in the variable `1/a^6`. -/
theorem chainEnergy_eq_square (a : ℝ) :
    chainEnergy a = -(zetaSum 6 ^ 2 / zetaSum 12)
      + zetaSum 12 * (1 / a ^ 6 - zetaSum 6 / zetaSum 12) ^ 2 := by
  have h : zetaSum 12 * (zetaSum 6 / zetaSum 12) = zetaSum 6 :=
    mul_div_cancel₀ _ (zetaSum_pos (by norm_num)).ne'
  rw [chainEnergy, (hasSum_chainEnergy a).tsum_eq]
  linear_combination (2 * (1 / a ^ 6) - zetaSum 6 / zetaSum 12) * h

lemma equilibriumSpacing_pow : equilibriumSpacing ^ 6 = zetaSum 12 / zetaSum 6 := by
  have h : 0 ≤ zetaSum 12 / zetaSum 6 :=
    (div_pos (zetaSum_pos (by norm_num)) (zetaSum_pos (by norm_num))).le
  rw [equilibriumSpacing, ← Real.rpow_natCast, ← Real.rpow_mul h]
  norm_num

/-- The energy per atom has its unique minimum over positive spacings at
`(ζ(12)/ζ(6))^(1/6)`, which is shorter than the dimer distance 1; the minimum value is
`-ζ(6)^2/ζ(12)`. -/
theorem chainEnergy_unique_minimum :
    0 < equilibriumSpacing ∧ equilibriumSpacing < 1 ∧
    chainEnergy equilibriumSpacing = -(zetaSum 6 ^ 2 / zetaSum 12) ∧
    ∀ a : ℝ, 0 < a → a ≠ equilibriumSpacing →
      chainEnergy equilibriumSpacing < chainEnergy a := by
  have h6 : 0 < zetaSum 6 := zetaSum_pos (by norm_num)
  have h12 : 0 < zetaSum 12 := zetaSum_pos (by norm_num)
  have hpos : 0 < equilibriumSpacing := Real.rpow_pos_of_pos (div_pos h12 h6) _
  have hmin : chainEnergy equilibriumSpacing = -(zetaSum 6 ^ 2 / zetaSum 12) := by
    rw [chainEnergy_eq_square, equilibriumSpacing_pow, one_div_div]
    ring
  refine ⟨hpos, ?_, hmin, ?_⟩
  · exact Real.rpow_lt_one (div_pos h12 h6).le
      ((div_lt_one h6).mpr zetaSum_twelve_lt_six) (by norm_num)
  · intro a ha hne
    -- the square vanishes only at the equilibrium spacing
    have hsq : 1 / a ^ 6 - zetaSum 6 / zetaSum 12 ≠ 0 := by
      intro h
      have h' : a ^ 6 = equilibriumSpacing ^ 6 := by
        rw [equilibriumSpacing_pow, ← one_div_one_div (a ^ 6), sub_eq_zero.mp h,
          one_div_div]
      exact hne ((pow_left_inj₀ ha.le hpos.le (by norm_num)).mp h')
    have hgap := mul_pos h12 (pow_pos (abs_pos.mpr hsq) 2)
    rw [sq_abs] at hgap
    rw [hmin, chainEnergy_eq_square a]
    linarith

lemma bernoulli_six_twelve : bernoulli 6 = 1 / 42 ∧ bernoulli 12 = -691 / 2730 := by
  have b5 : bernoulli' 5 = 0 := by
    rw [bernoulli'_def]; norm_num [Finset.sum_range_succ, Nat.choose]
  have b6 : bernoulli' 6 = 1 / 42 := by
    rw [bernoulli'_def]; norm_num [Finset.sum_range_succ, Nat.choose, b5]
  have b7 : bernoulli' 7 = 0 := by
    rw [bernoulli'_def]; norm_num [Finset.sum_range_succ, Nat.choose, b5, b6]
  have b8 : bernoulli' 8 = -1 / 30 := by
    rw [bernoulli'_def]; norm_num [Finset.sum_range_succ, Nat.choose, b5, b6, b7]
  have b9 : bernoulli' 9 = 0 := by
    rw [bernoulli'_def]; norm_num [Finset.sum_range_succ, Nat.choose, b5, b6, b7, b8]
  have b10 : bernoulli' 10 = 5 / 66 := by
    rw [bernoulli'_def]; norm_num [Finset.sum_range_succ, Nat.choose, b5, b6, b7, b8, b9]
  have b11 : bernoulli' 11 = 0 := by
    rw [bernoulli'_def]
    norm_num [Finset.sum_range_succ, Nat.choose, b5, b6, b7, b8, b9, b10]
  have b12 : bernoulli' 12 = -691 / 2730 := by
    rw [bernoulli'_def]
    norm_num [Finset.sum_range_succ, Nat.choose, b5, b6, b7, b8, b9, b10, b11]
  exact ⟨(bernoulli_eq_bernoulli'_of_ne_one (by norm_num)).trans b6,
    (bernoulli_eq_bernoulli'_of_ne_one (by norm_num)).trans b12⟩

/-- The two lattice sums in closed form: `ζ(6) = π^6/945` and
`ζ(12) = 691 π^12/638512875`. -/
theorem zetaSum_closed_form :
    zetaSum 6 = Real.pi ^ 6 / 945 ∧ zetaSum 12 = 691 * Real.pi ^ 12 / 638512875 := by
  constructor
  · have h := (zetaSum_eq_tsum (k := 2 * 3) (by norm_num)).trans
      (hasSum_zeta_nat (k := 3) (by norm_num)).tsum_eq
    rw [show bernoulli (2 * 3) = 1 / 42 from bernoulli_six_twelve.1] at h
    refine h.trans ?_
    norm_num [Nat.factorial]
    ring
  · have h := (zetaSum_eq_tsum (k := 2 * 6) (by norm_num)).trans
      (hasSum_zeta_nat (k := 6) (by norm_num)).tsum_eq
    rw [show bernoulli (2 * 6) = -691 / 2730 from bernoulli_six_twelve.2] at h
    refine h.trans ?_
    norm_num [Nat.factorial]
    ring

/-- The minimum energy per atom is the rational number `-715/691`, and the sixth power of the
equilibrium spacing is `691 π^6/675675`. -/
theorem equilibrium_exact_values :
    chainEnergy equilibriumSpacing = -(715 / 691) ∧
    equilibriumSpacing ^ 6 = 691 * Real.pi ^ 6 / 675675 := by
  have hpi : Real.pi ≠ 0 := Real.pi_ne_zero
  obtain ⟨h6, h12⟩ := zetaSum_closed_form
  constructor
  · rw [chainEnergy_unique_minimum.2.2.1, h6, h12]
    field_simp
    norm_num
  · rw [equilibriumSpacing_pow, h6, h12]
    field_simp
    norm_num

end

end LennardJonesChain
```

```lean
#print axioms LennardJonesChain.zetaSum_eq_riemannZeta
-- 'LennardJonesChain.zetaSum_eq_riemannZeta' depends on axioms: [propext, Classical.choice, Quot.sound]
#print axioms LennardJonesChain.chainEnergy_unique_minimum
-- 'LennardJonesChain.chainEnergy_unique_minimum' depends on axioms: [propext, Classical.choice, Quot.sound]
#print axioms LennardJonesChain.equilibrium_exact_values
-- 'LennardJonesChain.equilibrium_exact_values' depends on axioms: [propext, Classical.choice, Quot.sound]
```

## From Lean objects to the chain

`pairEnergy` is $V$, `chainEnergy` is $E$, and `zetaSum k` is $\zeta(k)$. The spacing is a real number, and the neighbour label `n : ℕ` starts at zero, which is why the distance is written `((n : ℝ) + 1) * a`. The name `equilibriumSpacing` stands for $a_0$, defined with a real exponent. The theorem `zetaSum_eq_riemannZeta` identifies the lattice sum with Mathlib's complex-valued Riemann zeta function at every natural number $k>1$.

The main theorem, `chainEnergy_unique_minimum`, has four parts: $a_0$ is positive; it is less than $1$; the energy there is $-\zeta(6)^2/\zeta(12)$; and every other positive spacing has strictly higher energy. The last part carries the uniqueness. `equilibrium_exact_values` then states the rational energy and the closed form of $a_0^6$.

Convergence is proved as well. `hasSum_chainEnergy` says that the neighbour sum converges to the stated combination of lattice sums. It is stated for every real `a`; at `a = 0` it reflects only Lean's convention that division by zero gives zero, and the minimum theorem restricts the comparison to positive spacings.

## How the proof follows the algebra

`hasSum_zetaSum` obtains convergence from Mathlib's criterion for inverse powers, after shifting the index by one. `zetaSum_eq_tsum` rewrites the lattice sum as the sum of $1/n^k$ over all natural numbers $n$, where the term $n=0$ is zero by Lean's division convention; this is the form needed for the zeta function and for Euler's formula. `zetaSum_pos` bounds the sum below by its first term, and `zetaSum_twelve_lt_six` compares the two series term by term, with the index `1` supplying the strict inequality.

In `hasSum_chainEnergy`, the two lattice series are multiplied by their powers of the spacing and subtracted. `chainEnergy_eq_square` completes the square: its `linear_combination` step uses the single relation $\zeta(12)\cdot(\zeta(6)/\zeta(12))=\zeta(6)$, and the rest is polynomial algebra in $1/a^6$.

`equilibriumSpacing_pow` turns the real sixth root back into the ratio $\zeta(12)/\zeta(6)$. The main theorem uses this to make the square vanish at $a_0$. For any other positive `a`, it assumes that the square's base is zero, deduces $a^6=a_0^6$, and contradicts `a ≠ equilibriumSpacing` by injectivity. The square is therefore positive, and `linarith` gives the strict energy inequality.

`bernoulli_six_twelve` carries out the recursion above. `zetaSum_closed_form` inserts the two Bernoulli numbers into Mathlib's version of Euler's formula, and `equilibrium_exact_values` does the remaining fraction arithmetic.

## Scope: equal spacing, pair forces, exact arithmetic

The theorems compare equally spaced chains with one another. They do not compare them with chains of alternating or irregular spacing, or with configurations in which atoms leave the line. Phonon stability, temperature and quantum zero-point motion are also absent, so $a_0$ is a static, classical lattice constant.

The Lennard-Jones form is postulated in `pairEnergy`. Its $r^{-6}$ term represents the leading dispersion attraction between neutral atoms at non-retarded distances, while the $r^{-12}$ term is a convenient model of short-range repulsion. Many-body forces are left out.

The results concern exact real numbers and an infinite sum. They give no bound on the rounding error, the truncation error or the convergence of an optimiser in a particular program. A tolerance for comparing a program's output with $-715/691$ has to come from an analysis of that program's cutoff and arithmetic.
